# An idempotent density matrix that commutes with a Fock matrix without degeneracies fills a set of its orbitals

When a self-consistent-field calculation has converged, its density matrix is usually read as a list of occupied orbitals: the Fock matrix is diagonalised, and each orbital is labelled filled or empty. For an idempotent density matrix $P$ that commutes with the Fock matrix $F$, both written in an orthonormal basis, this reading is justified whenever the orbital energies are pairwise distinct. The matrix $P$ then contains no mixture of orbitals, and $\operatorname{tr}(FP)$ is the sum of the energies of the filled ones.

## From the commutator to a list of occupied orbitals

Take first a diagonal Fock matrix $F=\operatorname{diag}(e)$ with pairwise distinct complex entries $e_i$, and let $P^2=P$ and $FP=PF$. The $(i,j)$ entries of $FP$ and $PF$ are $e_iP_{ij}$ and $P_{ij}e_j$, so

$$(e_i-e_j)P_{ij}=0 .$$

For $i\neq j$ the first factor is non-zero, hence $P_{ij}=0$. The diagonal entries of $P^2=P$ then reduce to

$$P_{ii}=\sum_j P_{ij}P_{ji}=P_{ii}^2 ,$$

so each $P_{ii}$ is 0 or 1. Let $S$ be the set of indices with $P_{ii}=1$, and let $O_S$ be the diagonal matrix with entry 1 on $S$ and 0 elsewhere. Then $P=O_S$, and

$$\operatorname{tr}P=|S|,\qquad \operatorname{tr}(FP)=\sum_{i\in S}e_i .$$

Conversely, every $O_S$ is idempotent and commutes with $\operatorname{diag}(e)$.

For a general $F$, collect the orbitals as the columns of an invertible matrix $C$, so that $FC=CE$ with $E=\operatorname{diag}(e)$, and let $D$ satisfy $DC=1$. These matrices are square, so $CD=1$ as well, and

$$DF=DFCD=DCED=ED .$$

Put $Q=DPC$, the density matrix in the orbital basis. It inherits both properties:

$$Q^2=DP(CD)PC=DP^2C=Q,$$
$$EQ=DFPC=DPFC=DPCE=QE .$$

The diagonal case gives $Q=O_S$ for some $S$, and therefore $P=CQD=CO_SD$. For any matrix $X$, cyclicity gives $\operatorname{tr}(DXC)=\operatorname{tr}(CDX)=\operatorname{tr}X$. With $X=P$ this yields $\operatorname{tr}P=|S|$. With $X=FP$, where $DFPC=EQ$, it yields $\operatorname{tr}(FP)=\sum_{i\in S}e_i$.

## Idempotency and commutation as hypotheses

The index type `n` is any finite set of basis functions, and matrices over it have complex entries.

In Lean 4 with Mathlib:

```lean
import Mathlib

open Matrix

namespace FockCommutation

noncomputable section

variable {n : Type*} [Fintype n] [DecidableEq n]
```

The two conditions on the density matrix are bundled into one structure.

```lean
/-- A one-particle density matrix `P` is stationary for the Fock matrix `F` if it is
idempotent and commutes with `F`. -/
structure IsStationary (F P : Matrix n n ℂ) : Prop where
  idem : P * P = P
  comm : F * P = P * F
```

For a Hermitian $P$, idempotency stands for a single Slater determinant: each eigenvector of $P$ is an orbital that is either filled or empty. By itself this says nothing about the orbitals of $F$. For a Hermitian $F$, commutation says that $P$ does not change in time under the evolution generated by $F$ when $F$ is held fixed. In this form both conditions belong to an orthonormal basis. Neither $F$ nor $P$ is required to be Hermitian, so $P$ may be an oblique projector; if $F$ is Hermitian and its levels are distinct, the orbitals are orthogonal and $P$ is Hermitian automatically.

The matrix $F$ is a given matrix and not a function of $P$. At a self-consistent solution the results apply to the converged $F$, but they do not say that such a solution exists. In Hartree–Fock theory, moreover, $\operatorname{tr}(FP)$ is a sum of orbital energies and not the total energy, because it counts the electron repulsion twice.

## Occupation matrices and their traces

The matrix $O_S$ is `occupation S`.

```lean
/-- The diagonal density matrix with occupation one for the orbitals in `S` and zero for
all others. -/
def occupation (S : Finset n) : Matrix n n ℂ :=
  diagonal (fun i => if i ∈ S then 1 else 0)
```

Its trace counts the filled orbitals. The cardinality `S.card` is a natural number, read here as a complex number.

```lean
/-- The trace of an occupation matrix is the number of occupied orbitals. -/
theorem trace_occupation (S : Finset n) : trace (occupation S) = (S.card : ℂ) := by
  simp [occupation, Matrix.trace_diagonal]
```

Multiplying by `diagonal e` puts $e_i$ in each filled place, and the trace adds these entries.

```lean
/-- The trace of a diagonal Fock matrix times an occupation matrix is the sum of the
occupied orbital energies. -/
theorem trace_fock_occupation (e : n → ℂ) (S : Finset n) :
    trace (diagonal e * occupation S) = ∑ i ∈ S, e i := by
  simp [occupation, Matrix.diagonal_mul_diagonal, Matrix.trace_diagonal]
```

## The diagonal case as an equivalence

For a diagonal Fock matrix the statement runs in both directions. The assumption `Function.Injective e` says that different indices have different energies.

```lean
/-- For a diagonal Fock matrix with pairwise distinct entries, the stationary density
matrices are exactly the occupation matrices. -/
theorem isStationary_diagonal_iff {e : n → ℂ} (he : Function.Injective e)
    (P : Matrix n n ℂ) :
    IsStationary (diagonal e) P ↔ ∃ S : Finset n, P = occupation S := by
  classical
  constructor
  · intro h
    -- commutation removes every coupling between different levels
    have hoff : ∀ i j, i ≠ j → P i j = 0 := by
      intro i j hij
      have h1 := congrFun (congrFun h.comm i) j
      simp only [Matrix.diagonal_mul, Matrix.mul_diagonal] at h1
      have h2 : (e i - e j) * P i j = 0 := by linear_combination h1
      exact (mul_eq_zero.mp h2).resolve_left (sub_ne_zero.mpr (fun h3 => hij (he h3)))
    -- idempotency leaves only the occupations zero and one
    have h01 : ∀ i, P i i = 0 ∨ P i i = 1 := by
      intro i
      have h1 := congrFun (congrFun h.idem i) i
      rw [Matrix.mul_apply, Finset.sum_eq_single i
        (fun j _ hj => by rw [hoff j i hj, mul_zero])
        (fun hi => absurd (Finset.mem_univ i) hi)] at h1
      have h2 : P i i * (P i i - 1) = 0 := by linear_combination h1
      rcases mul_eq_zero.mp h2 with h3 | h3
      · exact Or.inl h3
      · exact Or.inr (sub_eq_zero.mp h3)
    refine ⟨Finset.univ.filter (fun i => P i i = 1), ?_⟩
    ext i j
    by_cases hij : i = j
    · subst hij
      rcases h01 i with h1 | h1 <;> simp [occupation, h1]
    · rw [hoff i j hij, occupation, Matrix.diagonal_apply_ne _ hij]
  · rintro ⟨S, rfl⟩
    constructor
    · simp [occupation, Matrix.diagonal_mul_diagonal]
    · simp [occupation, Matrix.diagonal_mul_diagonal]
```

In the forward direction, `hoff` takes the $(i,j)$ entry of the commutation relation, rearranges it to $(e_i-e_j)P_{ij}=0$ and cancels the non-zero factor. In `h01`, the sum for $(P^2)_{ii}$ collapses to its single surviving term, and $P_{ii}(P_{ii}-1)=0$ leaves the two values. The set $S$ is then defined by filtering the indices with $P_{ii}=1$, and the two matrices are compared entry by entry. The reverse direction multiplies diagonal matrices.

## The result in a general orbital basis

The hypothesis `hF` is the eigenvalue equation $FC=CE$, one orbital per column, and `hDC` makes $D$ the inverse of $C$. The orbitals need not be normalised, since a rescaling of the columns of $C$ is compensated in the rows of $D$.

```lean
/-- Let the columns of the invertible matrix `C` be orbitals of `F` with pairwise distinct
energies `e i`. Every stationary density matrix is the projector onto a set `S` of these
orbitals along the others, its trace is the number of orbitals in `S`, and `trace (F * P)`
is the sum of their energies. -/
theorem stationary_density {F P C D : Matrix n n ℂ} {e : n → ℂ}
    (he : Function.Injective e) (hDC : D * C = 1) (hF : F * C = C * diagonal e)
    (hP : IsStationary F P) :
    ∃ S : Finset n, P = C * occupation S * D ∧ trace P = (S.card : ℂ) ∧
      trace (F * P) = ∑ i ∈ S, e i := by
  have hCD : C * D = 1 := mul_eq_one_comm.mp hDC
  have hDF : D * F = diagonal e * D := by
    calc D * F = D * F * (C * D) := by rw [hCD, mul_one]
      _ = D * (F * C) * D := by simp only [mul_assoc]
      _ = D * (C * diagonal e) * D := by rw [hF]
      _ = (D * C) * diagonal e * D := by simp only [mul_assoc]
      _ = diagonal e * D := by rw [hDC, one_mul]
  -- the Fock matrix acts diagonally after transformation to the orbital basis
  have hE : diagonal e * (D * P * C) = D * (F * P) * C := by
    calc diagonal e * (D * P * C) = (diagonal e * D) * P * C := by simp only [mul_assoc]
      _ = (D * F) * P * C := by rw [hDF]
      _ = D * (F * P) * C := by simp only [mul_assoc]
  have hQ : IsStationary (diagonal e) (D * P * C) := by
    constructor
    · calc D * P * C * (D * P * C) = D * P * (C * D) * P * C := by simp only [mul_assoc]
        _ = D * (P * P) * C := by rw [hCD, mul_one]; simp only [mul_assoc]
        _ = D * P * C := by rw [hP.idem]
    · calc diagonal e * (D * P * C) = D * (P * F) * C := by rw [hE, hP.comm]
        _ = D * P * (F * C) := by simp only [mul_assoc]
        _ = D * P * (C * diagonal e) := by rw [hF]
        _ = D * P * C * diagonal e := by simp only [mul_assoc]
  obtain ⟨S, hS⟩ := (isStationary_diagonal_iff he _).mp hQ
  -- traces do not depend on the basis
  have hT : ∀ X : Matrix n n ℂ, trace (D * X * C) = trace X := by
    intro X
    rw [Matrix.trace_mul_cycle, hCD, one_mul]
  refine ⟨S, ?_, ?_, ?_⟩
  · rw [← hS]
    calc P = (C * D) * P * (C * D) := by rw [hCD, one_mul, mul_one]
      _ = C * (D * P * C) * D := by simp only [mul_assoc]
  · rw [← hT P, hS, trace_occupation]
  · rw [← hT (F * P), ← hE, hS, trace_fock_occupation]
```

The proof follows the derivation above. `hDF` is $DF=ED$, `hE` is $EQ=DFPC$, and `hQ` establishes that $Q=DPC$ is stationary for $E$. The previous theorem supplies $S$, and `hT` is the invariance of the trace. The last three bullets transform back and read off the projector, the electron number and the energy sum.

The assumption of distinct levels needs care with spin. In a spin-orbital basis a closed-shell Fock matrix has every level at least twice, so the theorem does not apply to it directly. It can be applied to one spin block at a time, provided that $P$ does not mix the spins and the spatial levels are distinct.

An overlap matrix $M$ could also have been built into the definition, for a non-orthogonal basis of atomic orbitals. The conditions would become $PMP=P$ and $FPM=MPF$, the orbital equation $FC=MCE$, and the electron number $\operatorname{tr}(PM)$. This changes the form more than the content: $PM$ is idempotent and commutes with $M^{-1}F$, so the present theorem applies to that pair. Since $M^{-1}F$ is in general not Hermitian, it helps here that Hermiticity was never assumed.

## The lowest energy sum at fixed electron number

Let the energies now be real, and suppose that a level $\mu$ separates $S$ from the rest: $e_i\le\mu$ for $i\in S$ and $\mu\le e_i$ for $i\notin S$. Any stationary $P$ with trace $|S|$ fills some set $T$ with $|T|=|S|$. Write $1_S(i)$ for 1 if $i\in S$ and 0 otherwise, and likewise for $T$. For every $i$,

$$1_S(i)\,(e_i-\mu)\le 1_T(i)\,(e_i-\mu).$$

If $i$ lies in both sets or in neither, the two sides are equal. If it lies only in $S$, the left side is $e_i-\mu\le0$ and the right side is 0. If it lies only in $T$, the left side is 0 and the right side is $e_i-\mu\ge0$. Summation gives

$$\sum_{i\in S}e_i-\mu|S|\le\sum_{i\in T}e_i-\mu|T| ,$$

and the terms in $\mu$ cancel.

```lean
/-- For real, distinct orbital energies, let `S` hold orbitals at or below a level `μ` and its
complement orbitals at or above `μ`. No stationary density matrix with trace `S.card` has a `trace
(F * P)` whose real part is below the sum of the energies in `S`. -/
theorem aufbau {F P C D : Matrix n n ℂ} {e : n → ℝ} (he : Function.Injective e)
    (hDC : D * C = 1) (hF : F * C = C * diagonal (fun i => (e i : ℂ)))
    (hP : IsStationary F P) {S : Finset n} {μ : ℝ} (hocc : ∀ i ∈ S, e i ≤ μ)
    (hvirt : ∀ i, i ∉ S → μ ≤ e i) (hN : trace P = (S.card : ℂ)) :
    ∑ i ∈ S, e i ≤ (trace (F * P)).re := by
  have he' : Function.Injective (fun i => (e i : ℂ)) :=
    fun i j h => he (Complex.ofReal_injective h)
  obtain ⟨T, -, hT, hE⟩ := stationary_density he' hDC hF hP
  have hcard : T.card = S.card := by exact_mod_cast hT.symm.trans hN
  have hE' : trace (F * P) = ((∑ i ∈ T, e i : ℝ) : ℂ) := by
    rw [hE]
    simp
  rw [hE', Complex.ofReal_re]
  -- compare the two fillings orbital by orbital, with energies measured from `μ`
  have key : ∑ i, (if i ∈ S then e i - μ else 0) ≤ ∑ i, (if i ∈ T then e i - μ else 0) := by
    apply Finset.sum_le_sum
    intro i _
    by_cases hS : i ∈ S
    · have h1 := hocc i hS
      by_cases h2 : i ∈ T
      · simp only [hS, h2, if_true, le_refl]
      · simp only [hS, h2, if_true, if_false]
        linarith
    · have h1 := hvirt i hS
      by_cases h2 : i ∈ T
      · simp only [hS, h2, if_true, if_false]
        linarith
      · simp only [hS, h2, if_false, le_refl]
  simp only [Finset.sum_ite_mem, Finset.univ_inter, Finset.sum_sub_distrib,
    Finset.sum_const, nsmul_eq_mul, hcard] at key
  linarith
```

The call to `stationary_density` produces $T$, and `hcard` turns the equality of traces into an equality of cardinalities. `key` is the summed inequality, proved by the same four cases. The conclusion uses the real part because the trace is a complex number by type; `hE'` shows that its value is real.

This is the aufbau rule for non-interacting electrons in a fixed $F$, with the competition restricted to stationary density matrices. It does not order the total energies of interacting electrons, for which a change of occupation also changes $F$.

## What a degeneracy permits

Suppose that $e_i=e_j$ for two different indices. Let $v$ be the vector with entries 1 at $i$ and $j$ and 0 elsewhere; the normalised orbital is $v/\sqrt2$. Its projector has entries $P_{ab}=v_av_b/2$. It is real and symmetric, and since $\sum_c v_c^2=2$,

$$(P^2)_{ab}=\tfrac14 v_av_b\sum_c v_c^2=\tfrac12 v_av_b=P_{ab}.$$

It commutes with $\operatorname{diag}(e)$ because $v$ is non-zero only where the energy equals $e_i$. Yet $P_{ij}=\tfrac12$, while an occupation matrix has 0 there.

```lean
/-- If two diagonal entries of a diagonal Fock matrix coincide, some Hermitian stationary density
matrix is not an occupation matrix. -/
theorem degenerate_levels {e : n → ℂ} {i j : n} (hij : i ≠ j) (hdeg : e i = e j) :
    ∃ P : Matrix n n ℂ, P.IsHermitian ∧ IsStationary (diagonal e) P ∧
      ∀ S : Finset n, P ≠ occupation S := by
  -- project onto the equal mixture of the two degenerate orbitals
  let v : n → ℂ := fun c => (if c = i then 1 else 0) + (if c = j then 1 else 0)
  have hvi : v i = 1 := by simp [v, hij]
  have hvj : v j = 1 := by simp [v, hij.symm]
  have hv0 : ∀ c, c ≠ i → c ≠ j → v c = 0 := fun c h1 h2 => by simp [v, h1, h2]
  have hcases : ∀ c, c = i ∨ c = j ∨ v c = 0 := by
    intro c
    by_cases h1 : c = i
    · exact Or.inl h1
    · by_cases h2 : c = j
      · exact Or.inr (Or.inl h2)
      · exact Or.inr (Or.inr (hv0 c h1 h2))
  have hsq : ∀ c, v c * v c = v c := by
    intro c
    rcases hcases c with rfl | rfl | h
    · rw [hvi, mul_one]
    · rw [hvj, mul_one]
    · rw [h, mul_zero]
  have hstar : ∀ c, star (v c) = v c := by
    intro c
    rcases hcases c with rfl | rfl | h
    · rw [hvi, star_one]
    · rw [hvj, star_one]
    · rw [h, star_zero]
  have hev : ∀ c, e c * v c = e i * v c := by
    intro c
    rcases hcases c with rfl | rfl | h
    · rfl
    · rw [hdeg]
    · rw [h, mul_zero, mul_zero]
  have hsum : ∑ c, v c = 2 := by
    simp only [v, Finset.sum_add_distrib, Finset.sum_ite_eq', Finset.mem_univ, if_true]
    norm_num
  refine ⟨Matrix.of (fun a b => v a * v b * (1 / 2)), ?_, ⟨?_, ?_⟩, ?_⟩
  · ext a b
    simp only [Matrix.conjTranspose_apply, Matrix.of_apply, star_mul', hstar]
    have h2 : star (1 / 2 : ℂ) = 1 / 2 := by simp
    rw [h2]
    ring
  · ext a b
    simp only [Matrix.mul_apply, Matrix.of_apply]
    calc ∑ c, v a * v c * (1 / 2) * (v c * v b * (1 / 2))
        = ∑ c, (v a * v b * (1 / 4)) * v c := by
          apply Finset.sum_congr rfl
          intro c _
          linear_combination (v a * v b * (1 / 4)) * hsq c
      _ = v a * v b * (1 / 2) := by
          rw [← Finset.mul_sum, hsum]
          ring
  · ext a b
    simp only [Matrix.diagonal_mul, Matrix.mul_diagonal, Matrix.of_apply]
    linear_combination (v b / 2) * hev a - (v a / 2) * hev b
  · intro S hS
    have h1 := congrFun (congrFun hS i) j
    rw [occupation, Matrix.diagonal_apply_ne _ hij, Matrix.of_apply, hvi, hvj] at h1
    norm_num at h1
```

The facts `hsq`, `hstar`, `hev` and `hsum` record that $v_c^2=v_c$, that $v$ is real, that $e_cv_c=e_iv_c$, and that the entries of $v$ add up to 2. The four final bullets prove Hermiticity, idempotency, commutation and the mismatch at $(i,j)$. For a prescribed set of orbitals, the assumption of distinct levels therefore cannot simply be dropped, even for Hermitian density matrices. The mixture $v/\sqrt2$ is itself an orbital of $\operatorname{diag}(e)$, however, so this $P$ does fill a set of orbitals once an orthonormal basis of the degenerate level is chosen that contains it.

## A two-site example

Two sites with on-site energy zero and coupling $+1$ have the normalised orbitals $(1,1)/\sqrt2$ and $(1,-1)/\sqrt2$, with energies $1$ and $-1$. The code uses the columns without the factor $1/\sqrt2$, and the matrix $D$ makes up for it.

```lean
/-- A two-site model with unit coupling, its symmetric and antisymmetric orbitals with
energies `1` and `-1`, and the projector onto the symmetric orbital meet the hypotheses of
`stationary_density`. -/
theorem stationary_density_witness :
    Function.Injective (![1, -1] : Fin 2 → ℂ) ∧
    (!![1/2, 1/2; 1/2, -1/2] : Matrix (Fin 2) (Fin 2) ℂ) * !![1, 1; 1, -1] = 1 ∧
    (!![0, 1; 1, 0] : Matrix (Fin 2) (Fin 2) ℂ) * !![1, 1; 1, -1]
      = !![1, 1; 1, -1] * diagonal ![1, -1] ∧
    IsStationary (!![0, 1; 1, 0] : Matrix (Fin 2) (Fin 2) ℂ) !![1/2, 1/2; 1/2, 1/2] := by
  have h1 : (1 : ℂ) ≠ -1 := by norm_num
  refine ⟨?_, ?_, ?_, ⟨?_, ?_⟩⟩
  · intro i j h
    fin_cases i <;> fin_cases j <;>
      first
        | rfl
        | exact absurd h h1
        | exact absurd h.symm h1
  all_goals
    ext i j
    fin_cases i <;> fin_cases j <;>
      norm_num [Matrix.mul_apply, Fin.sum_univ_succ, Matrix.diagonal_apply]

end

end FockCommutation
```

All hypotheses of `stationary_density` are checked entry by entry. With this sign of the coupling the symmetric orbital is the upper one, so its projector has $\operatorname{tr}(FP)=1$, whereas filling the antisymmetric orbital gives $-1$. So an idempotent $P$ that commutes with this $F$ fills a set of its orbitals, but not necessarily the lowest ones.

```lean
#print axioms FockCommutation.stationary_density
#print axioms FockCommutation.aufbau
#print axioms FockCommutation.degenerate_levels
```

```
'FockCommutation.stationary_density' depends on axioms: [propext, Classical.choice, Quot.sound]
'FockCommutation.aufbau' depends on axioms: [propext, Classical.choice, Quot.sound]
'FockCommutation.degenerate_levels' depends on axioms: [propext, Classical.choice, Quot.sound]
```
